# Two different positive rate vectors can share a mass-action velocity field exactly when the reaction vectors leaving some complex are linearly dependent

I want to know whether the rate constants of a mass-action network can be recovered from its kinetics, and as data I take the whole velocity field: the rate of change of every concentration at every strictly positive composition. Suppose A is consumed by three reactions, A → 2B, A → 2C and A → B + C. With rate constants $(1,1,2)$, in some unit of inverse time, I find

$$\frac{d[A]}{dt}=-4[A],\qquad \frac{d[B]}{dt}=4[A],\qquad \frac{d[C]}{dt}=4[A].$$

The constants $(\tfrac32,\tfrac32,1)$ give exactly the same equations. I first blamed the linearly dependent columns of the stoichiometric matrix. But A ⇌ B has dependent columns too, $(-1,1)$ and $(1,-1)$, and there I can read off both constants from $d[A]/dt=-k_1[A]+k_2[B]$. Which dependences matter?

## Only dependences within one source complex matter

A complex is the collection of species on one side of a reaction, with its stoichiometric coefficients. Reactions with different source complexes carry different concentration monomials, and the velocity field keeps these apart. Reactions with the same source share a monomial, so only the sum of their contributions is visible. Your three reactions all start from A; the two directions of A ⇌ B do not share a source.

Let reaction $r$ have source complex $y_r$, product complex $y'_r$, reaction vector $v_r=y'_r-y_r$ and rate constant $k_r$. For a complex $c$ with coefficients $c_s$, write $x^c=\prod_s x_s^{c_s}$, where $x_s$ is the concentration of species $s$. Grouping the reactions by source gives

$$f_k(x)=\sum_r k_r x^{y_r}v_r=\sum_c x^c F_c(k),\qquad F_c(k)=\sum_{r:\,y_r=c}k_r v_r .$$

**Different monomials are independent.** Suppose there were a relation $\sum_c a_c x^c=0$, valid for all positive $x$, with nonzero coefficients and as few terms as possible. It cannot have one term, because $x^c>0$. If it contains two complexes $c\ne d$, they differ at some species $s$; let $z_s=2$ and set all other entries of $z$ to 1, so that $z^c\neq z^d$. Replacing $x$ by the componentwise product $zx$ multiplies each term by its own $z^e$. Subtracting $z^d$ times the original relation leaves

$$\sum_e a_e\,(z^e-z^d)\,x^e=0 .$$

The term for $d$ has gone and the term for $c$ survives, so this is a shorter nontrivial relation, a contradiction.

**Equal fields mean equal $F_c$.** If $f_k=f_{k'}$, each component of $\sum_c x^c\,(F_c(k)-F_c(k'))$ vanishes for all positive $x$, hence $F_c(k)=F_c(k')$ for every $c$. The converse is immediate from the grouped formula.

**From ambiguity to dependence.** If also $k\neq k'$, choose $r_0$ with $k_{r_0}\ne k'_{r_0}$ and let $c=y_{r_0}$. Then $\sum_{r:\,y_r=c}(k_r-k'_r)v_r=0$ has a nonzero coefficient, so the reaction vectors leaving $c$ are dependent.

**From dependence to ambiguity.** Let $\sum_{r:\,y_r=c}a_rv_r=0$ with some $a_r\neq0$, and put $a_r=0$ for all reactions with other sources. Then $F_d(a)=0$ for every complex $d$. Given a positive $k$, set $k'=k+ta$ with $t>0$ smaller than every $k_r/|a_r|$ for which $a_r\ne0$. This $k'$ is positive, differs from $k$, and satisfies $F_d(k')=F_d(k)+tF_d(a)=F_d(k)$, so the field is unchanged.

## Finding the hidden combination in a calculation

For each source complex, put its reaction vectors into the columns of a matrix and find the null space. For A in your network, with rows ordered A, B, C,

$$\begin{pmatrix}-1&-1&-1\\2&0&1\\0&2&1\end{pmatrix}\begin{pmatrix}1\\1\\-2\end{pmatrix}=0 .$$

The rank is 2, so three constants enter the field through two independent combinations. Moving from $(1,1,2)$ along $(1,1,-2)$ with $t=\tfrac12$ gives your second set. For A ⇌ B there are two matrices of one nonzero column each, and neither has a null vector.

When the rate constants of a fixed finite network with deterministic mass-action rates are fitted to velocities, such null vectors, extended by zero to the other reactions, are directions in which the fit is flat, whatever compositions are sampled. If only a few compositions are sampled, there can be further flat directions.

## The statement in Lean

```lean
import Mathlib

open Finset
open scoped Topology

namespace MassActionIdentifiability

noncomputable section

/-- A reaction network with species `S` and reactions `R`: each reaction has a source complex
and a product complex, given by their stoichiometric coefficients. -/
structure Network (S R : Type*) where
  source : R → S → ℕ
  product : R → S → ℕ

variable {S R : Type*} [Fintype S] [Fintype R]

/-- The mass-action monomial of a complex `c` at concentrations `x`. -/
def monomial (c : S → ℕ) (x : S → ℝ) : ℝ := ∏ s, x s ^ c s

/-- The reaction vector: product complex minus source complex. -/
def Network.reactionVector (N : Network S R) (r : R) : S → ℝ :=
  fun s => (N.product r s : ℝ) - (N.source r s : ℝ)

/-- The mass-action velocity field with rate constants `k` at concentrations `x`. -/
def Network.velocity (N : Network S R) (k : R → ℝ) (x : S → ℝ) : S → ℝ :=
  ∑ r, (k r * monomial (N.source r) x) • N.reactionVector r

/-- Two rate vectors give the same velocity at all strictly positive concentrations. -/
def Network.SameVelocity (N : Network S R) (k k' : R → ℝ) : Prop :=
  ∀ x : S → ℝ, (∀ s, 0 < x s) → N.velocity k x = N.velocity k' x

/-- The sum of the reaction vectors leaving the complex `c`, weighted by rate constants. -/
def Network.outflow (N : Network S R) (k : R → ℝ) (c : S → ℕ) : S → ℝ :=
  ∑ r with N.source r = c, k r • N.reactionVector r

/-- The monomial of a complex as a multiplicative character of the positive orthant. -/
def monomialHom (c : S → ℕ) : (S → {x : ℝ // 0 < x}) →* ℝ where
  toFun x := ∏ s, (x s : ℝ) ^ c s
  map_one' := by simp
  map_mul' x y := by simp [mul_pow, Finset.prod_mul_distrib]

/-- Different complexes have different characters. -/
theorem monomialHom_injective :
    Function.Injective (monomialHom : (S → ℕ) → (S → {x : ℝ // 0 < x}) →* ℝ) := by
  classical
  intro c d h
  funext s
  -- set the concentration of `s` to 2 and all others to 1
  let p : S → {x : ℝ // 0 < x} := fun t => if t = s then ⟨2, two_pos⟩ else 1
  have key : ∀ e : S → ℕ, monomialHom e p = (2 : ℝ) ^ e s := by
    intro e
    change (∏ t, (p t : ℝ) ^ e t) = _
    rw [Finset.prod_eq_single s]
    · simp [p]
    · intro t _ ht
      simp [p, ht]
    · simp
  have h2 : (2 : ℝ) ^ c s = 2 ^ d s := by rw [← key c, ← key d, h]
  exact pow_right_injective₀ (two_pos : (0 : ℝ) < 2) (by norm_num) h2

/-- If a finite combination of monomials of different complexes vanishes at all strictly
positive concentrations, then all its coefficients vanish. -/
theorem monomial_independent (T : Finset (S → ℕ)) (a : (S → ℕ) → ℝ)
    (h : ∀ x : S → ℝ, (∀ s, 0 < x s) → ∑ c ∈ T, a c * monomial c x = 0) :
    ∀ c ∈ T, a c = 0 := by
  have hli := (linearIndependent_monoidHom (S → {x : ℝ // 0 < x}) ℝ).comp
    monomialHom monomialHom_injective
  refine linearIndependent_iff'.1 hli T a ?_
  funext x
  rw [Finset.sum_apply]
  exact h (fun s => (x s : ℝ)) (fun s => (x s).2)

/-- The velocity is the sum over source complexes of monomial times outflow. -/
theorem velocity_eq_sum_outflow (N : Network S R) (k : R → ℝ) (x : S → ℝ) :
    N.velocity k x = ∑ c ∈ univ.image N.source, monomial c x • N.outflow k c := by
  unfold Network.velocity Network.outflow
  refine (Finset.sum_fiberwise_of_maps_to (t := univ.image N.source) (g := N.source)
    (fun r _ => Finset.mem_image_of_mem _ (Finset.mem_univ r)) _).symm.trans ?_
  refine Finset.sum_congr rfl fun c _ => ?_
  rw [Finset.smul_sum]
  refine Finset.sum_congr rfl fun r hr => ?_
  rw [(Finset.mem_filter.1 hr).2, smul_smul, mul_comm]

/-- Two rate vectors give the same velocity field on the positive orthant if and only if
they give the same outflow from every complex. -/
theorem sameVelocity_iff (N : Network S R) (k k' : R → ℝ) :
    N.SameVelocity k k' ↔ ∀ c, N.outflow k c = N.outflow k' c := by
  constructor
  · intro h c
    by_cases hc : c ∈ univ.image N.source
    · funext s
      -- compare the coefficients of each monomial
      refine sub_eq_zero.1 (monomial_independent (univ.image N.source)
        (fun d => N.outflow k d s - N.outflow k' d s) (fun x hx => ?_) c hc)
      have e := congrFun (h x hx) s
      rw [velocity_eq_sum_outflow, velocity_eq_sum_outflow] at e
      simp only [Finset.sum_apply, Pi.smul_apply, smul_eq_mul] at e
      simp only [sub_mul, Finset.sum_sub_distrib]
      rw [sub_eq_zero]
      simpa only [mul_comm] using e
    · have h0 : ∀ a, N.outflow a c = 0 := fun a => Finset.sum_eq_zero fun r hr =>
        (hc (Finset.mem_image.2 ⟨r, Finset.mem_univ r, (Finset.mem_filter.1 hr).2⟩)).elim
      rw [h0, h0]
  · intro h x _
    rw [velocity_eq_sum_outflow, velocity_eq_sum_outflow]
    simp only [h]

/-- If two different rate vectors give the same velocity field on the positive orthant, the
reaction vectors leaving some complex are linearly dependent. -/
theorem dependent_of_sameVelocity (N : Network S R) {k k' : R → ℝ} (hne : k ≠ k')
    (hs : N.SameVelocity k k') :
    ∃ c, ¬ LinearIndependent ℝ
      (fun r : {r // N.source r = c} => N.reactionVector r.1) := by
  obtain ⟨r₀, hr₀⟩ := Function.ne_iff.1 hne
  refine ⟨N.source r₀, Fintype.not_linearIndependent_iff.2
    ⟨fun i => k i.1 - k' i.1, ?_, ⟨r₀, rfl⟩, sub_ne_zero.2 hr₀⟩⟩
  have h := (sameVelocity_iff N k k').1 hs (N.source r₀)
  unfold Network.outflow at h
  rw [Finset.sum_subtype _ (p := fun r => N.source r = N.source r₀) (by simp),
    Finset.sum_subtype _ (p := fun r => N.source r = N.source r₀) (by simp)] at h
  simp only [sub_smul, Finset.sum_sub_distrib]
  exact sub_eq_zero.2 h

/-- If the reaction vectors leaving some complex are linearly dependent, every strictly positive
rate vector has a different strictly positive one with the same velocity field on the positive
orthant. -/
theorem exists_alternative (N : Network S R) {k : R → ℝ} (hk : ∀ r, 0 < k r) {c : S → ℕ}
    (hdep : ¬ LinearIndependent ℝ
      (fun r : {r // N.source r = c} => N.reactionVector r.1)) :
    ∃ k' : R → ℝ, (∀ r, 0 < k' r) ∧ k ≠ k' ∧ N.SameVelocity k k' := by
  -- extend the dependence by zero to all reactions
  obtain ⟨a, hout, r₀, hr₀⟩ : ∃ a : R → ℝ, (∀ d, N.outflow a d = 0) ∧ ∃ r, a r ≠ 0 := by
    obtain ⟨g, hg, i, hi⟩ := Fintype.not_linearIndependent_iff.1 hdep
    refine ⟨fun r => if h : N.source r = c then g ⟨r, h⟩ else 0, fun d => ?_, i.1, ?_⟩
    · unfold Network.outflow
      by_cases hd : d = c
      · subst hd
        rw [Finset.sum_subtype _ (p := fun r => N.source r = d) (by simp), ← hg]
        refine Finset.sum_congr rfl fun j _ => ?_
        beta_reduce
        rw [dif_pos j.2]
      · refine Finset.sum_eq_zero fun r hr => ?_
        have hrc : N.source r ≠ c := fun h => hd ((Finset.mem_filter.1 hr).2.symm.trans h)
        beta_reduce
        rw [dif_neg hrc, zero_smul]
    · beta_reduce
      rw [dif_pos i.2]
      exact hi
  -- a small enough step keeps all rate constants positive
  have hc : ∀ᶠ t in 𝓝 (0 : ℝ), ∀ r, 0 < k r + t * a r := by
    refine Filter.eventually_all.2 fun r => ?_
    have hcont : Continuous fun t : ℝ => k r + t * a r := by fun_prop
    exact (hcont.tendsto 0).eventually (lt_mem_nhds (by simpa using hk r))
  have hp : ∀ᶠ t in 𝓝[>] (0 : ℝ), 0 < t := self_mem_nhdsWithin
  obtain ⟨t, ht, ht0⟩ := ((hc.filter_mono nhdsWithin_le_nhds).and hp).exists
  refine ⟨fun r => k r + t * a r, ht, fun h => ?_, ?_⟩
  · have h1 : k r₀ = k r₀ + t * a r₀ := congrFun h r₀
    exact mul_ne_zero ht0.ne' hr₀ (by linarith)
  · refine (sameVelocity_iff N _ _).2 fun d => ?_
    have h0 := hout d
    unfold Network.outflow at h0 ⊢
    simp only [add_smul, mul_smul, Finset.sum_add_distrib]
    rw [← Finset.smul_sum, h0, smul_zero, add_zero]

/-- Two different strictly positive rate vectors with the same velocity field on the positive
orthant exist if and only if the reaction vectors leaving some complex are linearly dependent. -/
theorem unidentifiable_iff (N : Network S R) :
    (∃ k k' : R → ℝ, (∀ r, 0 < k r) ∧ (∀ r, 0 < k' r) ∧ k ≠ k' ∧ N.SameVelocity k k') ↔
      ∃ c, ¬ LinearIndependent ℝ
        (fun r : {r // N.source r = c} => N.reactionVector r.1) := by
  constructor
  · rintro ⟨k, k', _, _, hne, hs⟩
    exact dependent_of_sameVelocity N hne hs
  · rintro ⟨c, hc⟩
    obtain ⟨k', hk', hne, hs⟩ :=
      exists_alternative N (k := fun _ => 1) (fun _ => one_pos) hc
    exact ⟨_, k', fun _ => one_pos, hk', hne, hs⟩

end

end MassActionIdentifiability
```

```lean
#print axioms MassActionIdentifiability.dependent_of_sameVelocity
#print axioms MassActionIdentifiability.unidentifiable_iff
```

```
'MassActionIdentifiability.dependent_of_sameVelocity' depends on axioms: [propext, Classical.choice, Quot.sound]
'MassActionIdentifiability.unidentifiable_iff' depends on axioms: [propext, Classical.choice, Quot.sound]
```

The finite types `S` and `R` label species and reactions. A `Network` assigns to each reaction a `source` and a `product` with natural-number coefficients. Since reactions are labels, two of them may have the same source and product; a set of distinct reactions is a special case. Repeated reactions count as a dependence, as they should, because only the sum of their constants is visible.

`Network.velocity` is $f_k$, with the plain product of powers as rate law and no factorial factors. `Network.outflow` is $F_c(k)$; despite the name, it has nothing to do with material leaving a reactor. It is the coefficient that, multiplied by $x^c$, gives the net rate of change due to the reactions that start from $c$. `Network.SameVelocity` compares two fields only where all concentrations are strictly positive.

The main theorem, `unidentifiable_iff`, says that two different, strictly positive rate vectors with the same velocity field exist if and only if, for some complex `c`, the family of reaction vectors indexed by `{r // N.source r = c}` is not linearly independent. A complex that no reaction leaves has an empty family, which is independent, so a `c` whose family is dependent is always the source of some reaction.

The two directions are also stated separately, and they say more. `dependent_of_sameVelocity` needs no positivity of the constants. `exists_alternative` starts from any strictly positive `k` and supplies another positive vector with the same field. Whether there is an ambiguity therefore depends on the network and not on the values of its constants.

The step left to the experimenter is from data to field. The theorem presupposes exact velocities of all species over the whole positive orthant, whereas an experiment yields noisy time courses, often of a few species. Independence does not guarantee that a particular time course fixes the constants: A ⇌ B observed only at equilibrium reveals just the ratio $k_1/k_2$.

## From monomials to rate constants in the proof

`monomialHom` treats a monomial as a multiplicative map on positive concentrations. `monomialHom_injective` separates two complexes with the point used above, one concentration equal to 2 and the others to 1. `monomial_independent` then applies Mathlib's `linearIndependent_monoidHom`, the general theorem (Dedekind's) whose argument was written out above for monomials.

`velocity_eq_sum_outflow` groups the reactions by source; `Finset.sum_fiberwise_of_maps_to` does the regrouping. `sameVelocity_iff` compares coefficients one species at a time. It treats separately a complex that is no reaction's source, where both outflows are zero.

In `dependent_of_sameVelocity`, the coefficients `k i.1 - k' i.1` form the dependence, and `r₀` is the reaction at which the two vectors differ. `exists_alternative` extends a given dependence by zero with an `if`. In place of the explicit bound on $t$ it uses continuity: each `k r + t * a r` is positive at $t=0$, hence for all $t$ near 0, and finitely many such conditions hold together for some $t>0$. Finally, `unidentifiable_iff` combines the two directions, taking all rate constants equal to 1 as the starting vector when it has to produce a pair.
